# A penalty of half the noise variance gives exact mean detailed balance for Gaussian energy noise (energies in kT)

Energies are in units of kT, m(u) = min(1, exp(−u)) is the Metropolis acceptance probability, and A(D) is the average of m(x + c) over a measured energy difference x that is Gaussian with mean D and variance v, where the constant c is called the penalty. The file below proves that A(D) = exp(−D) A(−D) holds for every real D when c = v/2, and for no other constant c.

In Lean 4 with Mathlib:

```lean
import Mathlib

open MeasureTheory ProbabilityTheory
open scoped NNReal

namespace PenaltyMethod

noncomputable section

/-- The Metropolis acceptance probability for an energy difference `u` in units of kT. -/
def metropolis (u : ℝ) : ℝ := min 1 (Real.exp (-u))

/-- The mean acceptance probability when the measured energy difference is Gaussian with mean `D`
and variance `v`, and a penalty `c` is added to it before the Metropolis test. -/
def noisyAcceptance (v : ℝ≥0) (c D : ℝ) : ℝ :=
  ∫ x, metropolis (x + c) ∂(gaussianReal D v)

/-- The Metropolis function obeys detailed balance for exactly known energies. -/
theorem metropolis_balance (u : ℝ) :
    metropolis u = Real.exp (-u) * metropolis (-u) := by
  unfold metropolis
  rw [mul_min_of_nonneg _ _ (Real.exp_pos (-u)).le, mul_one, ← Real.exp_add,
    add_neg_cancel, Real.exp_zero, min_comm]

/-- A Gaussian density times the Boltzmann factor of the penalised energy difference is a constant
times a reflected Gaussian density of the same variance. -/
theorem gaussian_tilt {v : ℝ≥0} (hv : v ≠ 0) (c D x : ℝ) :
    Real.exp (-(x + c)) * gaussianPDFReal D v x =
      Real.exp (v / 2 - c - D) * gaussianPDFReal (v - 2 * c - D) v (-2 * c - x) := by
  have hv' : (v : ℝ) ≠ 0 := by exact_mod_cast hv
  -- complete the square in the exponent
  have key : Real.exp (-(x + c)) * Real.exp (-(x - D) ^ 2 / (2 * v)) =
      Real.exp (v / 2 - c - D) *
        Real.exp (-(-2 * c - x - (v - 2 * c - D)) ^ 2 / (2 * v)) := by
    rw [← Real.exp_add, ← Real.exp_add]
    congr 1
    field_simp
    ring
  unfold gaussianPDFReal
  linear_combination (√(2 * Real.pi * v))⁻¹ * key

/-- For any penalty `c`, the mean acceptance at `D` is an exponential factor times the mean
acceptance at the reflected point `v - 2c - D`. -/
theorem noisyAcceptance_reflection (v : ℝ≥0) (c D : ℝ) :
    noisyAcceptance v c D =
      Real.exp (v / 2 - c - D) * noisyAcceptance v c (v - 2 * c - D) := by
  unfold noisyAcceptance
  rcases eq_or_ne v 0 with rfl | hv
  · -- without noise the average is a point evaluation
    simp only [gaussianReal_zero_var, integral_dirac]
    rw [metropolis_balance (D + c)]
    congr 2 <;> (simp only [NNReal.coe_zero]; ring)
  · rw [integral_gaussianReal_eq_integral_smul hv, integral_gaussianReal_eq_integral_smul hv]
    simp only [smul_eq_mul]
    -- substitute x → -2c - x in the second average
    have sub := integral_sub_left_eq_self
      (fun y : ℝ => gaussianPDFReal (v - 2 * c - D) v y * metropolis (y + c)) volume (-2 * c)
    beta_reduce at sub
    rw [← sub, ← integral_const_mul]
    refine integral_congr_ae (ae_of_all _ fun x => ?_)
    beta_reduce
    have arg : -2 * c - x + c = -(x + c) := by ring
    rw [arg, metropolis_balance (x + c)]
    linear_combination metropolis (-(x + c)) * gaussian_tilt hv c D x

/-- **Penalty method.** With penalty `v / 2`, half the variance of the noise, the mean acceptance
probability obeys detailed balance exactly for every true energy difference `D`. -/
theorem penalty_detailed_balance (v : ℝ≥0) (D : ℝ) :
    noisyAcceptance v (v / 2) D = Real.exp (-D) * noisyAcceptance v (v / 2) (-D) := by
  have h := noisyAcceptance_reflection v (v / 2) D
  have e1 : (v : ℝ) / 2 - v / 2 - D = -D := by ring
  have e2 : (v : ℝ) - 2 * (v / 2) - D = -D := by ring
  rwa [e1, e2] at h

/-- With penalty `v / 2`, the mean acceptance probabilities of the moves between two states of
energies `E₁` and `E₂` (in units of kT), each multiplied by the Boltzmann factor of the state that
the move leaves, are equal. -/
theorem boltzmann_flow_balance (v : ℝ≥0) (E₁ E₂ : ℝ) :
    Real.exp (-E₁) * noisyAcceptance v (v / 2) (E₂ - E₁) =
      Real.exp (-E₂) * noisyAcceptance v (v / 2) (E₁ - E₂) := by
  rw [penalty_detailed_balance v (E₂ - E₁), ← mul_assoc, ← Real.exp_add, neg_sub]
  have e : -E₁ + (E₁ - E₂) = -E₂ := by ring
  rw [e]

/-- The mean acceptance probability is strictly positive and at most one. -/
theorem noisyAcceptance_mem (v : ℝ≥0) (c D : ℝ) :
    0 < noisyAcceptance v c D ∧ noisyAcceptance v c D ≤ 1 := by
  have hpos : ∀ x : ℝ, 0 < metropolis (x + c) := fun x =>
    lt_min one_pos (Real.exp_pos _)
  have hle : ∀ x : ℝ, metropolis (x + c) ≤ 1 := fun x => min_le_left _ _
  have hcont : Continuous fun x : ℝ => metropolis (x + c) := by
    unfold metropolis
    exact continuous_const.min (by fun_prop)
  have hint : Integrable (fun x : ℝ => metropolis (x + c)) (gaussianReal D v) := by
    refine (integrable_const (1 : ℝ)).mono' hcont.aestronglyMeasurable (ae_of_all _ fun x => ?_)
    rw [Real.norm_eq_abs, abs_of_pos (hpos x)]
    exact hle x
  unfold noisyAcceptance
  constructor
  · rw [integral_pos_iff_support_of_nonneg (fun x => (hpos x).le) hint]
    have hs : Function.support (fun x : ℝ => metropolis (x + c)) = Set.univ :=
      Set.eq_univ_of_forall fun x => (hpos x).ne'
    rw [hs, measure_univ]
    exact one_pos
  · have h := integral_mono hint (integrable_const (1 : ℝ)) hle
    simpa using h

/-- For Gaussian noise of variance `v`, a constant penalty `c` gives detailed balance at all energy
differences if and only if `c = v / 2`. -/
theorem detailed_balance_iff (v : ℝ≥0) (c : ℝ) :
    (∀ D, noisyAcceptance v c D = Real.exp (-D) * noisyAcceptance v c (-D)) ↔
      c = v / 2 := by
  constructor
  · intro h
    obtain ⟨a, ha⟩ : ∃ a : ℝ, a = v / 2 - c := ⟨_, rfl⟩
    -- balance and reflection together give a quasi-periodicity
    have step : ∀ t, noisyAcceptance v c t =
        Real.exp a * noisyAcceptance v c (t + 2 * a) := by
      intro t
      have h1 := h (-t)
      have h2 := noisyAcceptance_reflection v c (-t)
      have e1 : (v : ℝ) / 2 - c - -t = t + a := by rw [ha]; ring
      have e2 : (v : ℝ) - 2 * c - -t = t + 2 * a := by rw [ha]; ring
      rw [neg_neg] at h1
      rw [e1, e2, Real.exp_add] at h2
      apply mul_left_cancel₀ (Real.exp_ne_zero t)
      linear_combination h2 - h1
    have iter : ∀ (n : ℕ) (t : ℝ), noisyAcceptance v c t =
        Real.exp (n * a) * noisyAcceptance v c (t + 2 * (n * a)) := by
      intro n t
      induction n with
      | zero => simp
      | succ n ih =>
        have e1 : ((n + 1 : ℕ) : ℝ) * a = n * a + a := by push_cast; ring
        have e2 : t + 2 * (n * a + a) = t + 2 * (n * a) + 2 * a := by ring
        rw [e1, e2, Real.exp_add, mul_assoc, ← step, ← ih]
    have p0 := (noisyAcceptance_mem v c 0).1
    -- boundedness of the acceptance limits the growth in both directions
    have up : ∀ n : ℕ, n * a * noisyAcceptance v c 0 ≤ 1 := by
      intro n
      have e := iter n (-(2 * (n * a)))
      rw [neg_add_cancel] at e
      have b := (noisyAcceptance_mem v c (-(2 * (n * a)))).2
      have g := mul_le_mul_of_nonneg_right (Real.add_one_le_exp (n * a)) p0.le
      linarith
    have down : ∀ n : ℕ, -(n * a) * noisyAcceptance v c 0 ≤ 1 := by
      intro n
      have e := iter n 0
      have b := mul_le_mul_of_nonneg_left
        (noisyAcceptance_mem v c (0 + 2 * (n * a))).2 (Real.exp_pos (n * a)).le
      rw [← e, mul_one] at b
      have g := mul_le_mul_of_nonneg_right (Real.add_one_le_exp (-(n * a))) p0.le
      have k := mul_le_mul_of_nonneg_left b (Real.exp_pos (-(n * a))).le
      rw [← Real.exp_add, neg_add_cancel, Real.exp_zero] at k
      linarith
    by_contra hc
    have ha0 : a ≠ 0 := fun h0 => hc (by linarith)
    have hp : 0 < |a| * noisyAcceptance v c 0 := mul_pos (abs_pos.mpr ha0) p0
    obtain ⟨n, hn⟩ := exists_nat_gt (1 / (|a| * noisyAcceptance v c 0))
    rw [div_lt_iff₀ hp] at hn
    rcases abs_cases a with ⟨h', _⟩ | ⟨h', _⟩
    · rw [h'] at hn
      linarith [up n]
    · rw [h'] at hn
      linarith [down n]
  · rintro rfl
    exact penalty_detailed_balance v

/-- If noisy energy differences are used without a penalty, detailed balance fails for some true
energy difference. -/
theorem no_penalty_violates_balance {v : ℝ≥0} (hv : v ≠ 0) :
    ∃ D, noisyAcceptance v 0 D ≠ Real.exp (-D) * noisyAcceptance v 0 (-D) := by
  by_contra! h
  have h0 := (detailed_balance_iff v 0).1 h
  have h1 : (v : ℝ) = 0 := by linarith
  exact hv (by exact_mod_cast h1)

end

end PenaltyMethod
```

```lean
#print axioms PenaltyMethod.penalty_detailed_balance
#print axioms PenaltyMethod.boltzmann_flow_balance
#print axioms PenaltyMethod.no_penalty_violates_balance
```

```
'PenaltyMethod.penalty_detailed_balance' depends on axioms: [propext, Classical.choice, Quot.sound]
'PenaltyMethod.boltzmann_flow_balance' depends on axioms: [propext, Classical.choice, Quot.sound]
'PenaltyMethod.no_penalty_violates_balance' depends on axioms: [propext, Classical.choice, Quot.sound]
```

## Mean acceptance as a Gaussian integral

The function m is `metropolis`, and A(D) is `noisyAcceptance v c D`. The variance `v` has type `ℝ≥0`, the non-negative reals, while the penalty `c` and the true energy difference `D` are arbitrary reals. If the noise is described by its standard deviation s, then v = s² and the balancing penalty is s²/2.

The average is an integral against Mathlib's measure `gaussianReal D v`. For v > 0 this measure has the density

g(x; D) = (2πv)^(−1/2) exp(−(x − D)²/(2v)),

so that

A(D) = ∫ m(x + c) g(x; D) dx.

For v = 0 the measure is a unit point mass at D, and A(D) = m(D + c). The noiseless case is therefore included, and with c = 0 it is the ordinary Metropolis rule.

The main theorem, `penalty_detailed_balance`, says that for every variance v and every real D, the choice c = v/2 gives

A(D) = exp(−D) A(−D).

The theorem `boltzmann_flow_balance` states the same fact for two states with energies E₁ and E₂:

exp(−E₁) A(E₂ − E₁) = exp(−E₂) A(E₁ − E₂).

The left side is the Boltzmann weight of state 1 times the mean probability of accepting a move to state 2, and the right side is the same quantity for the reverse move.

The theorem `detailed_balance_iff` fixes v and c and asks for balance at all D, which holds if and only if c = v/2. The quantifier over D matters, because at D = 0 the balance equation reads A(0) = A(0) and is true for any penalty. For the same reason `no_penalty_violates_balance` asserts a failure at some D when c = 0 and v ≠ 0, not at every D.

## The noise that the model describes

In a simulation, the energy difference between the current and the proposed configuration may itself be a statistical estimate. The model takes this estimate to be unbiased and Gaussian, which stands for an average over many independent, identically distributed samples of finite variance, where the central limit theorem makes a Gaussian a good approximation. It also takes the variance to be known exactly and to be the same for a move and its reverse. A variance estimated from the same data, or noise with another distribution, is not covered.

Balance holds for the acceptance probability averaged over the noise, not for each measured value separately. To use it in a Markov chain, one draws fresh noise at every attempted move, independent of the past, and proposes moves symmetrically. The chain itself is not modelled in the file, which concerns only the acceptance step.

The result bears on Monte Carlo sampling of nuclear configurations with energy differences from a stochastic electronic-structure method, provided that their errors are Gaussian with zero mean and a known variance that is equal in both directions.

The size of the penalty can be understood from the Boltzmann factor. For Gaussian x with mean D and variance v, the mean of exp(−x) is exp(−D + v/2), which is too large by the factor exp(v/2). Adding v/2 to x removes this factor. That alone does not settle the matter, since the Metropolis rule cuts the exponential off at 1, and the derivation below deals with the cut-off.

## Reflecting the Gaussian

The first ingredient is the balance of the Metropolis function for exactly known energies:

exp(−u) m(−u) = exp(−u) min(1, exp(u)) = min(exp(−u), 1) = m(u).

This is `metropolis_balance`, and its proof moves the positive factor exp(−u) inside the minimum in the same way.

The second ingredient is a completed square. For v > 0,

−(x + c) − (x − D)²/(2v) = v/2 − c − D − (x − D + v)²/(2v).

Define the reflected mean D′ = v − 2c − D and the reflected variable y = −2c − x. Then y − D′ = −(x − D + v), so the last square is (y − D′)². Multiplying by the normalisation of the Gaussian gives

exp(−(x + c)) g(x; D) = exp(v/2 − c − D) g(y; D′).

This is `gaussian_tilt`. Its intermediate statement `key` is the identity between exponentials; `field_simp` and `ring` check the completed square, and the final `linear_combination` multiplies by the common normalisation.

Now apply the Metropolis identity with u = x + c inside the average:

A(D) = ∫ m(−(x + c)) exp(−(x + c)) g(x; D) dx

= exp(v/2 − c − D) ∫ m(−(x + c)) g(−2c − x; D′) dx.

Since y + c = −(x + c), substituting y = −2c − x turns the remaining integral into ∫ m(y + c) g(y; D′) dy, which is A(D′). Hence, for any penalty,

A(D) = exp(v/2 − c − D) A(v − 2c − D).

This is `noisyAcceptance_reflection`. The substitution is supplied by `integral_sub_left_eq_self`, after which the two integrands are compared point by point. The case v = 0 is treated separately: both averages are point evaluations, and the claim reduces to the Metropolis identity at u = D + c.

With c = v/2, the exponent v/2 − c − D and the argument v − 2c − D both become −D, which proves `penalty_detailed_balance`. Setting D = E₂ − E₁ and multiplying by exp(−E₁) gives the form with Boltzmann weights, because −E₁ − (E₂ − E₁) = −E₂.

## Why no other constant works

Suppose that, for some fixed v and c, balance holds at every D, and put a = v/2 − c. Balance at D = −t gives

A(−t) = exp(t) A(t),

while the reflection formula at D = −t gives

A(−t) = exp(a + t) A(t + 2a).

Comparing the two and cancelling exp(t) yields

A(t) = exp(a) A(t + 2a) for every real t.

This is `step` in the proof of `detailed_balance_iff`. Induction on n, in `iter`, extends it to

A(t) = exp(na) A(t + 2na) for n = 0, 1, 2, …

A mean acceptance probability cannot follow such a law unless a = 0. By `noisyAcceptance_mem`, 0 < A(t) ≤ 1 for all t. The upper bound holds because m never exceeds 1, and the lower one because the average of an integrable, strictly positive function over a probability measure is strictly positive.

If a > 0, take t = −2na. Then exp(na) A(0) = A(−2na) ≤ 1. Since exp(na) ≥ 1 + na, it follows that na A(0) ≤ 1 for every n, which fails for large n because A(0) > 0. This bound is `up`.

If a < 0, take t = 0. Then A(0) = exp(na) A(2na) ≤ exp(na), so exp(−na) A(0) ≤ 1. The same estimate of the exponential gives −na A(0) ≤ 1 for every n, which again fails for large n. This bound is `down`.

The formal proof chooses one n with n |a| A(0) > 1 and splits on the sign of a to decide which bound is contradicted. What remains is a = 0, that is, c = v/2. The opposite direction of the equivalence is the main theorem. Putting c = 0 into the equivalence gives 0 = v/2, so unpenalised noise can satisfy balance at all D only if v = 0, and this is `no_penalty_violates_balance`.

## Noise written as a scaled standard normal variable

The measured difference could also have been modelled as x = D + sz, where z is a standard normal variable and s is a real number. The mean acceptance would then be the average of m(D + sz + c) over z, with v = s². The content would be the same, but the case of zero noise would no longer need separate treatment. With φ for the standard normal density, the completed square becomes

exp(−(D + sz + c)) φ(z) = exp(s²/2 − c − D) φ(z + s),

which contains no division by the variance and holds at s = 0 as well. The substitution z → −z − s then gives the reflection formula for all s at once. The version in the file has the advantage that the mean and variance of the measured energy difference appear directly as the parameters of its distribution.
